# The energy error of a Taylor-expanded orbital is at most quadratic in its remainder, for a bounded self-adjoint Hamiltonian

In an LAPW calculation I solve for a radial orbital at a linearisation energy \(E\), and then want to describe a state at a higher energy \(x\). Adding energy derivatives of the orbital, as higher-derivative local orbitals do, should help, and the energy should improve faster than the orbital itself. For a bounded self-adjoint \(H\), I expect this: let \(\psi\) be a \(C^{n+1}\) curve of orbitals on \([E,x]\) with \(H\psi(x)=x\psi(x)\) and \((n+1)\)th derivative at most \(M\) in norm. If its degree-\(n\) Taylor value \(q\) at \(x\), expanded about \(E\), is nonzero, then its Rayleigh quotient misses \(x\) by at most \(\|H-x\|\,(M(x-E)^{n+1}/n!)^2/\|q\|^2\). Can this be made rigorous and machine-checked?

## The bound holds with \((n+1)!\) in place of \(n!\)

Yes, and since \((n+1)!\ge n!\), the version proved here implies yours:

\[
\left|\frac{\mathrm{Re}\langle q,Hq\rangle}{\|q\|^2}-x\right|\le\frac{\|H-x\|}{\|q\|^2}\left(\frac{M(x-E)^{n+1}}{(n+1)!}\right)^2,\qquad q=\sum_{k=0}^{n}\frac{(x-E)^k}{k!}\psi^{(k)}(E).
\]

### From the Taylor remainder to the energy

Keep the evaluation energy \(x\) fixed and move the expansion point \(t\) from \(E\) to \(x\):

\[
F(t)=\sum_{k=0}^{n}\frac{(x-t)^k}{k!}\psi^{(k)}(t),\qquad F(E)=q,\quad F(x)=\psi(x).
\]

Differentiating term by term, the sum telescopes to

\[
F'(t)=\frac{(x-t)^n}{n!}\psi^{(n+1)}(t),\qquad \|F'(t)\|\le \frac{M(x-t)^n}{n!}.
\]

The right-hand bound is the derivative of \(B(t)=M[(x-E)^{n+1}-(x-t)^{n+1}]/(n+1)!\), and \(B(E)=0\). Hence \(\|F(t)-F(E)\|\le B(t)\). At \(t=x\), the remainder \(r=\psi(x)-q\) satisfies

\[
\|r\|\le \frac{M(x-E)^{n+1}}{(n+1)!}.
\]

Now put \(A=H-x\), so that \(A\psi(x)=0\). Then

\[
\langle r,Ar\rangle=-\langle\psi(x)-q,Aq\rangle=\langle q,Aq\rangle-\langle A\psi(x),q\rangle=\langle q,Aq\rangle,
\]

where self-adjointness moved \(A\) to the left. The energy error is \(\mathrm{Re}\langle q,Aq\rangle/\|q\|^2\), and Cauchy–Schwarz gives \(|\langle r,Ar\rangle|\le\|A\|\,\|r\|^2\), which is the bound.

For \(n=2\), the orbital built from the value and two energy derivatives, the squared factor is \(M^2(x-E)^6/36\).

### Equality for a rank-one shift, and failure without self-adjointness

Take orthonormal \(u,v\), a real \(g\), and \(c=(x-E)^{n+1}\). Let

\[
H=x+g|v\rangle\langle v|,\qquad \psi(t)=u+\big((t-E)^{n+1}-c\big)v.
\]

Then \(\psi(x)=u\) and \(Hu=xu\). Derivatives 1 to \(n\) vanish at \(E\), so \(q=u-cv\) and \(\|q\|^2=1+c^2\). The \((n+1)\)th derivative is \((n+1)!\,v\), so \(M=(n+1)!\). Since \(\langle q,Aq\rangle=gc^2\) and \(\|A\|=|g|\), error and bound both equal \(|g|c^2/(1+c^2)\).

Keep the curve but replace \(H\) by the non-self-adjoint \(x+g|u\rangle\langle v|\), an operator that does not appear in the Lean file. Still \(Hu=xu\) and \(\|A\|=|g|\), but now \(\langle q,Aq\rangle=-gc\). The error is \(|g|c/(1+c^2)\), which exceeds the bound whenever \(g\ne0\) and \(c<1\): the error has become linear in the remainder.

### What the Lean statements say

The space `G` is a complex inner product space, complete in the energy theorems. `H : G →L[ℂ] G` is a bounded operator, `IsSelfAdjoint H` makes it Hermitian, and `(x : ℂ) • 1` is \(x\) times the identity. `rayleigh` divides by `‖q‖ ^ 2`, so \(q\) need not be normalised. `taylorOrbital ψ n E x` is the sum for \(q\) above, and `iteratedDerivWithin k ψ (Icc E x)` is the \(k\)th energy derivative taken within \([E,x]\), hence one-sided at the ends.

The eigenvalue equation `heig` is required only at \(x\). It admits \(\psi(x)=0\), so it guarantees that \(x\) is an eigenvalue only when \(\psi(x)\neq0\). In that case \(H\psi(t)=t\psi(t)\) cannot hold on all of \([E,x]\): eigenvectors of a self-adjoint \(H\) at different energies are orthogonal, so \(\langle\psi(t),\psi(x)\rangle\) would vanish for every \(t<x\), and continuity would force \(\psi(x)=0\). Radial solutions inside a muffin-tin sphere do solve the radial equation at every energy, because their boundary values at the sphere are free to change. The radial Hamiltonian is not symmetric on such functions, so the theorem does not apply to the sphere alone. The constant `M` bounds the \((n+1)\)th energy derivative of the orbital, which includes any change of its normalisation along the curve as well as of its shape; it is assumed, not computed from a potential.

A continuum Hamiltonian with its unbounded kinetic energy is not covered, though a finite matrix Hamiltonian is. Only \(x>E\) is treated. The result is a simplified model for the choice of derivative order in LAPW-type bases, for one trial orbital with fixed Taylor coefficients and not for the full variational problem.

```lean
import Mathlib

open Set

namespace HighDerivativeOrbitals

noncomputable section

variable {G : Type*} [NormedAddCommGroup G] [InnerProductSpace ℂ G]

/-- The real part of the Rayleigh quotient of a nonzero orbital `q`; for self-adjoint `H` this is
the energy expectation value. -/
def rayleigh (H : G →L[ℂ] G) (q : G) : ℝ := (inner ℂ q (H q)).re / ‖q‖ ^ 2

/-- The orbital at energy `x > E` built from the energy derivatives of `ψ` at `E`
up to order `n`. -/
def taylorOrbital (ψ : ℝ → G) (n : ℕ) (E x : ℝ) : G :=
  ∑ k ∈ Finset.range (n + 1),
    ((x - E) ^ k / (k.factorial : ℝ)) • iteratedDerivWithin k ψ (Icc E x) E

/-- If `ψ` is `C^(n+1)` on `[E, x]` with `(n+1)`th derivative at most `M` in norm there, the Taylor
orbital differs from `ψ x` by at most `M (x - E)^(n+1) / (n+1)!` in norm. -/
theorem taylorOrbital_remainder {ψ : ℝ → G} {E x M : ℝ} {n : ℕ} (hEx : E < x)
    (hψ : ContDiffOn ℝ (n + 1) ψ (Icc E x))
    (hM : ∀ t ∈ Icc E x, ‖iteratedDerivWithin (n + 1) ψ (Icc E x) t‖ ≤ M) :
    ‖ψ x - taylorOrbital ψ n E x‖ ≤ M * (x - E) ^ (n + 1) / ((n + 1).factorial : ℝ) := by
  have hT : taylorOrbital ψ n E x = taylorWithinEval ψ n (Icc E x) E x := by
    rw [taylor_within_apply, taylorOrbital]
    refine Finset.sum_congr rfl fun k _ => ?_
    rw [div_eq_inv_mul]
  -- move the expansion point from `E` to `x`
  have hd : ∀ t ∈ Icc E x, HasDerivWithinAt
      (fun y => taylorWithinEval ψ n (Icc E x) y x - taylorWithinEval ψ n (Icc E x) E x)
      (((n.factorial : ℝ)⁻¹ * (x - t) ^ n) • iteratedDerivWithin (n + 1) ψ (Icc E x) t)
      (Icc E x) t := fun t ht =>
    (hasDerivWithinAt_taylorWithinEval_at_Icc x hEx ht
      (hψ.of_le (mod_cast n.le_succ))
      (hψ.differentiableOn_iteratedDerivWithin (mod_cast n.lt_succ_self)
        (uniqueDiffOn_Icc hEx))).sub_const _
  -- the scalar primitive that dominates the motion
  have hB : ∀ t : ℝ, HasDerivAt
      (fun s : ℝ => M * ((x - E) ^ (n + 1) - (x - s) ^ (n + 1)) / ((n + 1).factorial : ℝ))
      (M * (x - t) ^ n / (n.factorial : ℝ)) t := by
    intro t
    have h1 : HasDerivAt (fun s : ℝ => (x - s) ^ (n + 1)) (-(((n : ℝ) + 1) * (x - t) ^ n)) t := by
      have h := ((hasDerivAt_id' t).const_sub x).fun_pow (n + 1)
      refine h.congr_deriv ?_
      rw [Nat.add_sub_cancel]
      push_cast
      ring
    refine (((h1.const_sub ((x - E) ^ (n + 1))).const_mul M).div_const
      ((n + 1).factorial : ℝ)).congr_deriv ?_
    have h2 : (n.factorial : ℝ) ≠ 0 := by positivity
    have h3 : (n : ℝ) + 1 ≠ 0 := by positivity
    rw [Nat.factorial_succ, neg_neg]
    push_cast
    field_simp
  have key := image_norm_le_of_norm_deriv_right_le_deriv_boundary
    (fun t ht => (hd t ht).continuousWithinAt)
    (fun t ht => (hd t (Ico_subset_Icc_self ht)).mono_of_mem_nhdsWithin
      (Icc_mem_nhdsGE_of_mem ht))
    (by simp) hB
    (fun t ht => by
      have hc : 0 ≤ (n.factorial : ℝ)⁻¹ * (x - t) ^ n :=
        mul_nonneg (by positivity) (pow_nonneg (sub_nonneg.2 ht.2.le) n)
      rw [norm_smul, Real.norm_of_nonneg hc]
      calc _ ≤ (n.factorial : ℝ)⁻¹ * (x - t) ^ n * M :=
            mul_le_mul_of_nonneg_left (hM t (Ico_subset_Icc_self ht)) hc
        _ = _ := by ring)
    (right_mem_Icc.2 hEx.le)
  rw [hT]
  simpa using key

/-- Let `H` be self-adjoint with `H (ψ x) = x ψ x`, and let `ψ` be `C^(n+1)` on `[E, x]` with
`(n+1)`th derivative at most `M` in norm there. Then the Rayleigh quotient of a nonzero degree-`n`
Taylor orbital `q` misses `x` by at most `‖H - x‖ (M (x - E)^(n+1) / (n+1)!)² / ‖q‖²`. -/
theorem rayleigh_taylorOrbital_error [CompleteSpace G] {H : G →L[ℂ] G} (hH : IsSelfAdjoint H)
    {ψ : ℝ → G} {E x M : ℝ} {n : ℕ} (hEx : E < x)
    (hψ : ContDiffOn ℝ (n + 1) ψ (Icc E x))
    (hM : ∀ t ∈ Icc E x, ‖iteratedDerivWithin (n + 1) ψ (Icc E x) t‖ ≤ M)
    (heig : H (ψ x) = (x : ℂ) • ψ x) (hq : taylorOrbital ψ n E x ≠ 0) :
    |rayleigh H (taylorOrbital ψ n E x) - x| ≤
      ‖H - (x : ℂ) • (1 : G →L[ℂ] G)‖ *
        (M * (x - E) ^ (n + 1) / ((n + 1).factorial : ℝ)) ^ 2 /
        ‖taylorOrbital ψ n E x‖ ^ 2 := by
  have hr := taylorOrbital_remainder hEx hψ hM
  generalize taylorOrbital ψ n E x = q at hr hq ⊢
  generalize M * (x - E) ^ (n + 1) / ((n + 1).factorial : ℝ) = b at hr ⊢
  obtain ⟨A, hAdef⟩ : ∃ A, A = H - (x : ℂ) • (1 : G →L[ℂ] G) := ⟨_, rfl⟩
  rw [← hAdef]
  have hA : ∀ w, A w = H w - (x : ℂ) • w := fun w => by rw [hAdef]; rfl
  have hs : ∀ a c, inner ℂ (A a) c = inner ℂ a (A c) := by
    intro a c
    have h : inner ℂ (H a) c = inner ℂ a (H c) := hH.isSymmetric a c
    rw [hA, hA, inner_sub_left, inner_sub_right, inner_smul_left, inner_smul_right, h,
      Complex.conj_ofReal]
  have h0 : A (ψ x) = 0 := by rw [hA, heig, sub_self]
  -- only the term quadratic in the remainder survives
  have hquad : inner ℂ (ψ x - q) (A (ψ x - q)) = inner ℂ q (A q) := by
    rw [map_sub, h0, zero_sub, inner_neg_right, inner_sub_left, ← hs (ψ x) q, h0,
      inner_zero_left, zero_sub, neg_neg]
  have hn : (inner ℂ q q).re = ‖q‖ ^ 2 := inner_self_eq_norm_sq (𝕜 := ℂ) q
  have hpos : 0 < ‖q‖ ^ 2 := pow_pos (norm_pos_iff.2 hq) 2
  have hR : rayleigh H q - x = (inner ℂ q (A q)).re / ‖q‖ ^ 2 := by
    rw [hA, inner_sub_right, inner_smul_right, Complex.sub_re, Complex.re_ofReal_mul, hn,
      rayleigh, sub_div, mul_div_cancel_right₀ _ hpos.ne']
  rw [hR, abs_div, abs_of_pos hpos, ← hquad]
  refine div_le_div_of_nonneg_right ?_ hpos.le
  calc |(inner ℂ (ψ x - q) (A (ψ x - q))).re|
      ≤ ‖inner ℂ (ψ x - q) (A (ψ x - q))‖ := Complex.abs_re_le_norm _
    _ ≤ ‖ψ x - q‖ * ‖A (ψ x - q)‖ := norm_inner_le_norm _ _
    _ ≤ ‖ψ x - q‖ * (‖A‖ * ‖ψ x - q‖) := by gcongr; exact A.le_opNorm _
    _ = ‖A‖ * ‖ψ x - q‖ ^ 2 := by ring
    _ ≤ ‖A‖ * b ^ 2 := by gcongr

/-- The case `n = 2` of `rayleigh_taylorOrbital_error`: for a nonzero orbital `q` built from the
value and the first two energy derivatives at `E`, the Rayleigh quotient misses `x` by at most `‖H -
x‖ M² (x - E)^6 / (36 ‖q‖²)`. -/
theorem second_derivative_orbital_error [CompleteSpace G] {H : G →L[ℂ] G}
    (hH : IsSelfAdjoint H) {ψ : ℝ → G} {E x M : ℝ} (hEx : E < x)
    (hψ : ContDiffOn ℝ 3 ψ (Icc E x))
    (hM : ∀ t ∈ Icc E x, ‖iteratedDerivWithin 3 ψ (Icc E x) t‖ ≤ M)
    (heig : H (ψ x) = (x : ℂ) • ψ x) {q : G}
    (hq : q = ψ E + (x - E) • derivWithin ψ (Icc E x) E
      + ((x - E) ^ 2 / 2) • iteratedDerivWithin 2 ψ (Icc E x) E) (hq0 : q ≠ 0) :
    |rayleigh H q - x| ≤
      ‖H - (x : ℂ) • (1 : G →L[ℂ] G)‖ * (M ^ 2 * (x - E) ^ 6 / 36) / ‖q‖ ^ 2 := by
  have e : taylorOrbital ψ 2 E x = q := by
    rw [hq]
    simp [taylorOrbital, Finset.sum_range_succ, iteratedDerivWithin_one, Nat.factorial]
  have h := rayleigh_taylorOrbital_error (n := 2) hH hEx
    (hψ.of_le (by exact_mod_cast le_refl 3)) hM heig (by rwa [e])
  rw [e] at h
  refine h.trans_eq ?_
  norm_num [Nat.factorial]
  ring

/-- The Hamiltonian `x + g |v⟩⟨v|`. -/
def shiftedLevel (x g : ℝ) (v : G) : G →L[ℂ] G :=
  (x : ℂ) • (1 : G →L[ℂ] G) + (g : ℂ) • (innerSL ℂ v).smulRight v

/-- The curve of orbitals `u + ((t - E)^(n+1) - (x - E)^(n+1)) v`, which passes through `u`
at `t = x`. -/
def modelCurve (u v : G) (n : ℕ) (E x t : ℝ) : G :=
  u + ((t - E) ^ (n + 1) - (x - E) ^ (n + 1)) • v

/-- All energy derivatives of the model curve in closed form. -/
theorem modelCurve_derivatives (u v : G) (n : ℕ) {E x : ℝ} (hEx : E < x) (k : ℕ) :
    ∀ t ∈ Icc E x, iteratedDerivWithin k (modelCurve u v n E x) (Icc E x) t =
      (((n + 1).descFactorial k : ℝ) * (t - E) ^ (n + 1 - k)) • v
        + (if k = 0 then u - (x - E) ^ (n + 1) • v else 0) := by
  induction k with
  | zero =>
    intro t _
    rw [iteratedDerivWithin_zero]
    simp only [modelCurve, Nat.descFactorial_zero, Nat.cast_one, one_mul, Nat.sub_zero,
      ↓reduceIte]
    module
  | succ k ih =>
    intro t ht
    rw [iteratedDerivWithin_succ, derivWithin_congr (fun y hy => ih y hy) (ih t ht)]
    have h := (((((hasDerivAt_id' t).sub_const E).fun_pow (n + 1 - k)).const_mul
      ((n + 1).descFactorial k : ℝ)).smul_const v).add_const
        (if k = 0 then u - (x - E) ^ (n + 1) • v else 0)
    rw [h.hasDerivWithinAt.derivWithin (uniqueDiffOn_Icc hEx t ht),
      Nat.descFactorial_succ, if_neg (Nat.succ_ne_zero k), add_zero, ← Nat.sub_sub, Nat.cast_mul]
    congr 1
    ring

/-- For orthonormal `u`, `v` the model curve and the Hamiltonian `x + g |v⟩⟨v|` meet every
hypothesis of the error bound with `M = (n+1)!`, and the bound is an equality. -/
theorem rayleigh_error_sharp_witness [CompleteSpace G] {u v : G} (hu : ‖u‖ = 1) (hv : ‖v‖ = 1)
    (hvu : inner ℂ v u = 0) (n : ℕ) (g : ℝ) {E x : ℝ} (hEx : E < x) :
    IsSelfAdjoint (shiftedLevel x g v) ∧
    ‖modelCurve u v n E x x‖ = 1 ∧
    ContDiffOn ℝ (n + 1) (modelCurve u v n E x) (Icc E x) ∧
    (∀ t ∈ Icc E x, ‖iteratedDerivWithin (n + 1) (modelCurve u v n E x) (Icc E x) t‖
      = ((n + 1).factorial : ℝ)) ∧
    shiftedLevel x g v (modelCurve u v n E x x) = (x : ℂ) • modelCurve u v n E x x ∧
    taylorOrbital (modelCurve u v n E x) n E x ≠ 0 ∧
    |rayleigh (shiftedLevel x g v) (taylorOrbital (modelCurve u v n E x) n E x) - x| =
      ‖shiftedLevel x g v - (x : ℂ) • (1 : G →L[ℂ] G)‖ *
        (((n + 1).factorial : ℝ) * (x - E) ^ (n + 1) / ((n + 1).factorial : ℝ)) ^ 2 /
        ‖taylorOrbital (modelCurve u v n E x) n E x‖ ^ 2 := by
  have happ : ∀ w, shiftedLevel x g v w = (x : ℂ) • w + (g : ℂ) • (inner ℂ v w • v) :=
    fun w => rfl
  have hx : modelCurve u v n E x x = u := by simp [modelCurve]
  have hnorm : ‖shiftedLevel x g v - (x : ℂ) • (1 : G →L[ℂ] G)‖ = |g| := by
    rw [shiftedLevel, add_sub_cancel_left, norm_smul, ContinuousLinearMap.norm_smulRight_apply,
      innerSL_apply_norm, hv, Complex.norm_real, Real.norm_eq_abs, mul_one, mul_one]
  -- the Taylor orbital keeps only the constant term of the curve
  have hT : taylorOrbital (modelCurve u v n E x) n E x
      = u - (((x - E) ^ (n + 1) : ℝ) : ℂ) • v := by
    rw [taylorOrbital, Finset.sum_eq_single 0, Complex.coe_smul,
      modelCurve_derivatives u v n hEx 0 E (left_mem_Icc.2 hEx.le)]
    · simp
    · intro k hk hk0
      have hk' : n + 1 - k ≠ 0 := by
        have := Finset.mem_range.1 hk
        omega
      rw [modelCurve_derivatives u v n hEx k E (left_mem_Icc.2 hEx.le), sub_self,
        zero_pow hk', if_neg hk0, mul_zero, zero_smul, add_zero, smul_zero]
    · simp
  have hc : 0 < (x - E) ^ (n + 1) := pow_pos (sub_pos.2 hEx) _
  have hf : ((n + 1).factorial : ℝ) ≠ 0 := by positivity
  rw [hnorm, hT, hx, mul_div_cancel_left₀ _ hf]
  generalize (x - E) ^ (n + 1) = c at hc ⊢
  obtain ⟨q, hq⟩ : ∃ q, q = u - (c : ℂ) • v := ⟨_, rfl⟩
  rw [← hq]
  have hvq : inner ℂ v q = -(c : ℂ) := by
    rw [hq, inner_sub_right, inner_smul_right, hvu, inner_self_eq_norm_sq_to_K, hv]
    simp
  have hqv : inner ℂ q v = -(c : ℂ) := by
    rw [← inner_conj_symm, hvq, map_neg, Complex.conj_ofReal]
  have hq0 : q ≠ 0 := by
    intro h
    rw [h, inner_zero_right] at hvq
    exact hc.ne' (by exact_mod_cast neg_eq_zero.1 hvq.symm)
  have hpos : 0 < ‖q‖ ^ 2 := pow_pos (norm_pos_iff.2 hq0) 2
  refine ⟨?_, hu, ?_, ?_, ?_, hq0, ?_⟩
  · refine ContinuousLinearMap.isSelfAdjoint_iff_isSymmetric.2 fun a b => ?_
    change inner ℂ (shiftedLevel x g v a) b = inner ℂ a (shiftedLevel x g v b)
    simp only [happ, inner_add_left, inner_add_right, inner_smul_left, inner_smul_right,
      Complex.conj_ofReal, inner_conj_symm]
    ring
  · unfold modelCurve
    fun_prop
  · intro t ht
    rw [modelCurve_derivatives u v n hEx (n + 1) t ht, if_neg (Nat.succ_ne_zero n), add_zero,
      Nat.descFactorial_self, Nat.sub_self, pow_zero, mul_one, norm_smul, hv, mul_one,
      Real.norm_of_nonneg (by positivity)]
  · rw [happ, hvu, zero_smul, smul_zero, add_zero]
  · have hn : (inner ℂ q q).re = ‖q‖ ^ 2 := inner_self_eq_norm_sq (𝕜 := ℂ) q
    have hre : (inner ℂ q (shiftedLevel x g v q)).re = x * ‖q‖ ^ 2 + g * c ^ 2 := by
      rw [happ, inner_add_right, inner_smul_right, inner_smul_right, inner_smul_right, hvq, hqv,
        Complex.add_re, Complex.re_ofReal_mul, Complex.re_ofReal_mul, hn, neg_mul_neg,
        ← Complex.ofReal_mul, Complex.ofReal_re]
      ring
    rw [rayleigh, hre, add_div, mul_div_cancel_right₀ _ hpos.ne', add_sub_cancel_left, abs_div,
      abs_mul, abs_of_pos hpos, abs_of_nonneg (sq_nonneg c)]

end

end HighDerivativeOrbitals
```

```lean
#print axioms HighDerivativeOrbitals.rayleigh_taylorOrbital_error
-- 'HighDerivativeOrbitals.rayleigh_taylorOrbital_error' depends on axioms: [propext, Classical.choice, Quot.sound]
#print axioms HighDerivativeOrbitals.second_derivative_orbital_error
-- 'HighDerivativeOrbitals.second_derivative_orbital_error' depends on axioms: [propext, Classical.choice, Quot.sound]
```

### How the Lean proof follows the calculation

`taylorOrbital_remainder` first identifies the explicit sum with Mathlib's Taylor polynomial. In it, `hd` is the telescoped derivative of \(F(t)-F(E)\), `hB` differentiates \(B\), and `key` compares the two through a mean-value inequality for vector-valued functions.

`rayleigh_taylorOrbital_error` names the remainder bound `b` and the shifted operator `A`. The step `hs` is the symmetry of \(A\), `h0` is \(A\psi(x)=0\), and `hquad` is the identity \(\langle r,Ar\rangle=\langle q,Aq\rangle\). `hR` rewrites the energy error in terms of \(A\), and the closing `calc` applies Cauchy–Schwarz, the operator norm and the remainder bound in turn.

`second_derivative_orbital_error` writes out the three-term orbital and sets \(n=2\).

For the equality case, `modelCurve_derivatives` finds every derivative of the curve by induction on `k`; the falling factorial `descFactorial` collects the prefactors. `rayleigh_error_sharp_witness` then verifies each hypothesis. Its step `hT` reduces the Taylor orbital to \(u-cv\), `hnorm` gives \(\|A\|=|g|\), and `hre` evaluates \(\mathrm{Re}\langle q,Hq\rangle=x\|q\|^2+gc^2\), from which the equality follows.
